# The Hubbard atom's Green's function at non-real frequency: two terms weighted by the opposite-spin occupation

Take one orbital that holds up to two electrons, with the four Fock states $|0\rangle$, $|{\rm dn}\rangle$, $|{\rm up}\rangle$, $|{\rm up\,dn}\rangle$, numbered 0 to 3 in this order. The annihilators are $c_u$ and $c_d$, the number operators are $N_u=c_u^\dagger c_u$ and $N_d=c_d^\dagger c_d$, and the Hamiltonian is

$$H=\varepsilon_u N_u+\varepsilon_d N_d+U N_uN_d ,$$

with real level energies $\varepsilon_u,\varepsilon_d$, measured from the chemical potential, and a real interaction $U$. Averages are taken with $e^{-\beta H}$ over all four states, and $n=\langle N_d\rangle$.

I know the result for the up electron as

$$G(z)=\frac{1-n}{z-\varepsilon_u}+\frac{n}{z-\varepsilon_u-U}$$

for non-real $z$. I would like to see it proved in Lean from explicit matrices, with the true matrix exponential in the thermal average and the full Lehmann sum as the starting point. Can that be done, and what exactly does the checked statement say?

## Four energies, two transitions

Yes, and the calculation is short once everything is written in the Fock basis. With $|{\rm up\,dn}\rangle=c_u^\dagger c_d^\dagger|0\rangle$, the nonzero matrix elements of the annihilators are

$$\langle 0|c_u|2\rangle=1,\quad \langle 1|c_u|3\rangle=1,\quad \langle 0|c_d|1\rangle=1,\quad \langle 2|c_d|3\rangle=-1 .$$

The minus sign is the Jordan-Wigner sign: $c_d$ has to pass $c_u^\dagger$ before it meets $c_d^\dagger$. It disappears from the number operators, which are

$$N_u=\mathrm{diag}(0,0,1,1),\qquad N_d=\mathrm{diag}(0,1,0,1),\qquad N_uN_d=\mathrm{diag}(0,0,0,1).$$

So $H$ is diagonal, with energies

$$E_0=0,\quad E_1=\varepsilon_d,\quad E_2=\varepsilon_u,\quad E_3=\varepsilon_u+\varepsilon_d+U .$$

The exponential of a diagonal matrix is taken entry by entry. With the normalised Gibbs weights $w_i=e^{-\beta E_i}/\sum_j e^{-\beta E_j}$, the thermal average of any matrix $A$ is therefore

$$\langle A\rangle=\frac{\mathrm{Tr}(e^{-\beta H}A)}{\mathrm{Tr}\,e^{-\beta H}}=\sum_i w_iA_{ii}.$$

For $A=N_d$ this gives $n=w_1+w_3$. Since the weights add up to one, $1-n=w_0+w_2$.

The Lehmann sum for $c_u$ is

$$G(z)=\sum_{m,n'}\frac{(w_m+w_{n'})\,|\langle m|c_u|n'\rangle|^2}{z-(E_{n'}-E_m)} ,$$

where the second index carries a prime to keep it apart from the occupation $n$. Only the pairs $(m,n')=(0,2)$ and $(1,3)$ have a nonzero matrix element, and both squares equal 1. Hence

$$G(z)=\frac{w_0+w_2}{z-(E_2-E_0)}+\frac{w_1+w_3}{z-(E_3-E_1)} .$$

The energy differences are $E_2-E_0=\varepsilon_u$ and $E_3-E_1=\varepsilon_u+U$. The first is the cost of adding an up electron when no down electron is present, the second the cost when one is. The numerators are $1-n$ and $n$, the probabilities of these two situations, and the formula follows. Neither denominator vanishes, because subtracting a real number from $z$ leaves its imaginary part unchanged.

At the particle-hole symmetric point $\varepsilon_u=\varepsilon_d=-U/2$ the energies are $0,-U/2,-U/2,0$. Then $w_0=w_3$ and $w_1=w_2$, so $1=2(w_1+w_3)$ and $n=1/2$ for every $\beta$. The Green's function becomes

$$G(z)=\frac{1/2}{z+U/2}+\frac{1/2}{z-U/2}=\frac{z}{z^2-U^2/4}.$$

The two-term formula belongs to an isolated orbital, without hopping or bath. For the one-band Hubbard model, the Hubbard-I approximation takes its self-energy from a function of the same form, where $n$ is either the atomic average used here or the occupation found self-consistently for the lattice. The atomic $G$ also gives a reference value for a one-orbital impurity solver run with the hybridisation switched off.

Here is the complete file.

```lean
import Mathlib

open Matrix

namespace HubbardAtom

noncomputable section

/-- Annihilator of an up electron in the basis `|0>, |dn>, |up>, |up dn>`. -/
def cUp : Matrix (Fin 4) (Fin 4) ℂ :=
  !![0, 0, 1, 0; 0, 0, 0, 1; 0, 0, 0, 0; 0, 0, 0, 0]

/-- Annihilator of a down electron in the same basis, with the Jordan-Wigner sign
when an up electron is present. -/
def cDn : Matrix (Fin 4) (Fin 4) ℂ :=
  !![0, 1, 0, 0; 0, 0, 0, 0; 0, 0, 0, -1; 0, 0, 0, 0]

/-- Number operator of up electrons. -/
def nUp : Matrix (Fin 4) (Fin 4) ℂ := cUpᴴ * cUp

/-- Number operator of down electrons. -/
def nDn : Matrix (Fin 4) (Fin 4) ℂ := cDnᴴ * cDn

/-- Hamiltonian of the Hubbard atom with level energies `εu`, `εd` and repulsion `U`. -/
def hamiltonian (εu εd U : ℝ) : Matrix (Fin 4) (Fin 4) ℂ :=
  (εu : ℂ) • nUp + (εd : ℂ) • nDn + (U : ℂ) • (nUp * nDn)

/-- Energies of the four Fock states `|0>, |dn>, |up>, |up dn>`. -/
def levels (εu εd U : ℝ) : Fin 4 → ℝ := ![0, εd, εu, εu + εd + U]

/-- Thermal average `Tr(exp(-βH) A) / Tr exp(-βH)`, for Hermitian `H`. -/
def thermalAvg (β : ℝ) (H A : Matrix (Fin 4) (Fin 4) ℂ) : ℂ :=
  trace (NormedSpace.exp ((-β : ℂ) • H) * A) / trace (NormedSpace.exp ((-β : ℂ) • H))

/-- Normalised Gibbs weight of state `i` for the energies `E`. -/
def gibbsWeight (β : ℝ) (E : Fin 4 → ℝ) (i : Fin 4) : ℝ :=
  Real.exp (-β * E i) / ∑ j, Real.exp (-β * E j)

/-- Lehmann sum of the one-particle Green's function of `c`, written in an energy eigenbasis
with energies `E`, for `z` different from all the differences `E n - E m`. -/
def lehmann (β : ℝ) (E : Fin 4 → ℝ) (c : Matrix (Fin 4) (Fin 4) ℂ) (z : ℂ) : ℂ :=
  ∑ m, ∑ n, ((gibbsWeight β E m : ℂ) + (gibbsWeight β E n : ℂ)) *
    (Complex.normSq (c m n) : ℂ) / (z - ((E n : ℂ) - (E m : ℂ)))

/-- The Jordan-Wigner matrices obey the canonical anticommutation relations. -/
theorem anticommutation :
    cUp * cUpᴴ + cUpᴴ * cUp = 1 ∧ cDn * cDnᴴ + cDnᴴ * cDn = 1 ∧
    cUp * cUp = 0 ∧ cDn * cDn = 0 ∧
    cUp * cDn + cDn * cUp = 0 ∧ cUp * cDnᴴ + cDnᴴ * cUp = 0 := by
  refine ⟨?_, ?_, ?_, ?_, ?_, ?_⟩ <;>
    (ext i j
     simp only [Matrix.add_apply, Matrix.mul_apply, Matrix.conjTranspose_apply,
       Fin.sum_univ_four]
     fin_cases i <;> fin_cases j <;> simp [cUp, cDn])

/-- Both number operators are diagonal in the Fock basis, with the occupations as entries. -/
theorem number_operators :
    nUp = diagonal ![0, 0, 1, 1] ∧ nDn = diagonal ![0, 1, 0, 1] := by
  constructor <;>
    (ext i j
     fin_cases i <;> fin_cases j <;>
       simp [nUp, nDn, cUp, cDn, Matrix.mul_apply, Fin.sum_univ_four])

/-- The Hamiltonian is diagonal in the Fock basis, with the energies `levels`. -/
theorem hamiltonian_eq_diagonal (εu εd U : ℝ) :
    hamiltonian εu εd U = diagonal (fun i => (levels εu εd U i : ℂ)) := by
  rw [hamiltonian, number_operators.1, number_operators.2]
  ext i j
  fin_cases i <;> fin_cases j <;> simp [levels]

/-- The Gibbs weights of the four states add up to one. -/
theorem sum_gibbsWeight (β : ℝ) (E : Fin 4 → ℝ) : ∑ i, gibbsWeight β E i = 1 := by
  simp only [gibbsWeight]
  rw [← Finset.sum_div]
  exact div_self (ne_of_gt
    (Finset.sum_pos (fun i _ => Real.exp_pos _) Finset.univ_nonempty))

/-- The thermal average of an observable of the Hubbard atom is the sum of its diagonal
elements in the Fock basis, each multiplied by the Gibbs weight of the state. -/
theorem thermalAvg_eq_sum (β εu εd U : ℝ) (A : Matrix (Fin 4) (Fin 4) ℂ) :
    thermalAvg β (hamiltonian εu εd U) A =
      ∑ i, (gibbsWeight β (levels εu εd U) i : ℂ) * A i i := by
  -- the exponential of a diagonal matrix is taken entry by entry
  have hexp : NormedSpace.exp ((-β : ℂ) • hamiltonian εu εd U) =
      diagonal (fun i => (Real.exp (-β * levels εu εd U i) : ℂ)) := by
    rw [hamiltonian_eq_diagonal, ← Matrix.diagonal_smul, Matrix.exp_diagonal]
    congr 1
    funext i
    rw [Pi.coe_exp, ← Complex.exp_eq_exp_ℂ]
    simp
  rw [thermalAvg, hexp]
  simp only [gibbsWeight, Matrix.trace, Matrix.diag_apply, Matrix.diagonal_mul,
    Matrix.diagonal_apply_eq, Complex.ofReal_div, Complex.ofReal_sum, Finset.sum_div]
  refine Finset.sum_congr rfl fun i _ => ?_
  ring

/-- In the Lehmann sum of `cUp` only two transitions survive: between `|0>` and `|up>`,
and between `|dn>` and `|up dn>`. -/
theorem lehmann_cUp (β : ℝ) (E : Fin 4 → ℝ) (z : ℂ) :
    lehmann β E cUp z =
      ((gibbsWeight β E 0 : ℂ) + (gibbsWeight β E 2 : ℂ)) / (z - ((E 2 : ℂ) - (E 0 : ℂ))) +
      ((gibbsWeight β E 1 : ℂ) + (gibbsWeight β E 3 : ℂ)) / (z - ((E 3 : ℂ) - (E 1 : ℂ))) := by
  simp [lehmann, cUp, Fin.sum_univ_four]

/-- The mean number of down electrons is the total Gibbs weight of `|dn>` and `|up dn>`. -/
theorem thermalAvg_nDn (β εu εd U : ℝ) :
    thermalAvg β (hamiltonian εu εd U) nDn =
      (gibbsWeight β (levels εu εd U) 1 : ℂ) + (gibbsWeight β (levels εu εd U) 3 : ℂ) := by
  rw [thermalAvg_eq_sum, number_operators.2]
  simp [Fin.sum_univ_four]

/-- Green's function of the Hubbard atom: at non-real `z` both denominators are nonzero, and the
Lehmann sum for an up electron is `(1 - n)/(z - εu) + n/(z - εu - U)`, where `n` is the thermal
average of the number of down electrons. -/
theorem hubbard_atom_green (β εu εd U : ℝ) (z : ℂ) (hz : z.im ≠ 0) :
    z - εu ≠ 0 ∧ z - εu - U ≠ 0 ∧
    lehmann β (levels εu εd U) cUp z =
      (1 - thermalAvg β (hamiltonian εu εd U) nDn) / (z - εu) +
        thermalAvg β (hamiltonian εu εd U) nDn / (z - εu - U) := by
  -- a non-real number differs from every real one
  have hne : ∀ x : ℝ, z - (x : ℂ) ≠ 0 := fun x h =>
    hz (by rw [sub_eq_zero.mp h]; exact Complex.ofReal_im x)
  refine ⟨hne εu, ?_, ?_⟩
  · rw [sub_sub, ← Complex.ofReal_add]
    exact hne (εu + U)
  · have hs := sum_gibbsWeight β (levels εu εd U)
    rw [Fin.sum_univ_four] at hs
    have hsC : (gibbsWeight β (levels εu εd U) 0 : ℂ) + (gibbsWeight β (levels εu εd U) 1 : ℂ) +
        (gibbsWeight β (levels εu εd U) 2 : ℂ) + (gibbsWeight β (levels εu εd U) 3 : ℂ) = 1 := by
      exact_mod_cast hs
    -- the states without a down electron carry the weight `1 - n`
    have h1 : 1 - ((gibbsWeight β (levels εu εd U) 1 : ℂ) +
        (gibbsWeight β (levels εu εd U) 3 : ℂ)) =
        (gibbsWeight β (levels εu εd U) 0 : ℂ) + (gibbsWeight β (levels εu εd U) 2 : ℂ) := by
      linear_combination -hsC
    -- the two addition energies
    have e1 : z - ((levels εu εd U 2 : ℂ) - (levels εu εd U 0 : ℂ)) = z - εu := by
      change z - ((εu : ℂ) - ((0 : ℝ) : ℂ)) = z - εu
      push_cast
      ring
    have e2 : z - ((levels εu εd U 3 : ℂ) - (levels εu εd U 1 : ℂ)) = z - εu - U := by
      change z - (((εu + εd + U : ℝ) : ℂ) - (εd : ℂ)) = z - εu - U
      push_cast
      ring
    rw [thermalAvg_nDn, h1, lehmann_cUp, e1, e2]

/-- At the particle-hole symmetric point `εu = εd = -U/2` the mean number of down electrons is
one half at every temperature, and for non-real `z` the Lehmann sum is `z / (z² - U²/4)`. -/
theorem half_filling (β U : ℝ) (z : ℂ) (hz : z.im ≠ 0) :
    thermalAvg β (hamiltonian (-U / 2) (-U / 2) U) nDn = 1 / 2 ∧
    lehmann β (levels (-U / 2) (-U / 2) U) cUp z = z / (z ^ 2 - (U : ℂ) ^ 2 / 4) := by
  have hn : thermalAvg β (hamiltonian (-U / 2) (-U / 2) U) nDn = 1 / 2 := by
    -- empty and doubly occupied states are degenerate, and so are the two singly occupied ones
    have h03 : levels (-U / 2) (-U / 2) U 0 = levels (-U / 2) (-U / 2) U 3 := by
      change (0 : ℝ) = -U / 2 + -U / 2 + U
      ring
    have h12 : levels (-U / 2) (-U / 2) U 1 = levels (-U / 2) (-U / 2) U 2 := rfl
    have w03 : gibbsWeight β (levels (-U / 2) (-U / 2) U) 0 =
        gibbsWeight β (levels (-U / 2) (-U / 2) U) 3 := by
      unfold gibbsWeight
      rw [h03]
    have w12 : gibbsWeight β (levels (-U / 2) (-U / 2) U) 1 =
        gibbsWeight β (levels (-U / 2) (-U / 2) U) 2 := by
      unfold gibbsWeight
      rw [h12]
    have hs := sum_gibbsWeight β (levels (-U / 2) (-U / 2) U)
    rw [Fin.sum_univ_four] at hs
    have hw : gibbsWeight β (levels (-U / 2) (-U / 2) U) 1 +
        gibbsWeight β (levels (-U / 2) (-U / 2) U) 3 = 1 / 2 := by linarith
    rw [thermalAvg_nDn, ← Complex.ofReal_add, hw]
    norm_num
  refine ⟨hn, ?_⟩
  obtain ⟨h1, h2, hG⟩ := hubbard_atom_green β (-U / 2) (-U / 2) U z hz
  rw [hG, hn, div_add_div _ _ h1 h2]
  -- the two poles sit at `-U/2` and `U/2`
  have hprod : z ^ 2 - (U : ℂ) ^ 2 / 4 =
      (z - ((-U / 2 : ℝ) : ℂ)) * (z - ((-U / 2 : ℝ) : ℂ) - U) := by
    push_cast
    ring
  rw [hprod]
  congr 1
  push_cast
  ring

end

end HubbardAtom
```

```lean
#print axioms HubbardAtom.anticommutation
#print axioms HubbardAtom.hubbard_atom_green
#print axioms HubbardAtom.half_filling
```

```
'HubbardAtom.anticommutation' depends on axioms: [propext, Classical.choice, Quot.sound]
'HubbardAtom.hubbard_atom_green' depends on axioms: [propext, Classical.choice, Quot.sound]
'HubbardAtom.half_filling' depends on axioms: [propext, Classical.choice, Quot.sound]
```

## What `hubbard_atom_green` says

The theorem takes real numbers `β`, `εu`, `εd`, `U` and a complex `z` with `z.im ≠ 0`. It concludes three things: `z - εu` is nonzero, `z - εu - U` is nonzero, and the Lehmann sum equals the two-term formula. The second theorem, `half_filling`, sets both levels to `-U / 2`, and states that the mean number of down electrons is one half and that the Lehmann sum is $z/(z^2-U^2/4)$.

The objects correspond to the physics as follows.

- `cUp` and `cDn` are complex 4×4 matrices, with rows and columns indexed by `Fin 4` in the order of the Fock states above. The entry `c m n` is $\langle m|c|n\rangle$, and `ᴴ` is the Hermitian adjoint.
- `nUp`, `nDn` and `hamiltonian` are built from these matrices by products and sums. The energies are not put into the Hamiltonian by hand.
- `levels` lists the four energies, and `hamiltonian_eq_diagonal` proves that they are the diagonal entries of `hamiltonian`. This lemma matters for the meaning of the result, since `lehmann` accepts any list of energies and does not itself know which Hamiltonian they belong to.
- `thermalAvg` is the ratio of traces with the matrix exponential `NormedSpace.exp`. Its value is a complex number, so $n$ appears in the theorem as a complex number that happens to be real.
- `gibbsWeight` is the normalised $w_i$, and `lehmann` is the double sum over all sixteen pairs of states.

The ensemble is grand canonical, with the chemical potential absorbed into the level energies, and $\hbar=1$. No sign is imposed on `U` or `β`: an attractive interaction is included, and so is infinite temperature at `β = 0`. Separate values of `εu` and `εd` allow for a Zeeman field, and the usual Hubbard atom has them equal. Fermionic Matsubara frequencies lie on the imaginary axis away from zero, so they satisfy the condition on `z`.

The Lehmann sum is the definition of the Green's function here. Its derivation from the time-dependent anticommutator $\langle\{c_u(t),c_u^\dagger\}\rangle$ is textbook background that the file does not formalise. The model is a single orbital, and the Green's function in the theorems is that of the up electron.

## Real frequencies at a pole

If the condition `z.im ≠ 0` is removed, both theorems become false. For `hubbard_atom_green`, the choice $z=\varepsilon_u$ already contradicts the claim that the first denominator is nonzero.

For `half_filling`, take $U=2$ and $z=1$, which is the upper pole. Lean assigns the value 0 to a division by zero, so the Lehmann sum evaluates to

$$\frac{1/2}{1+1}+\frac{1/2}{1-1}\;\to\;\frac14+0=\frac14 ,$$

while the right-hand side, $1/(1-1)$, evaluates to 0. The two sides disagree, and neither number has a physical meaning. Real $z$ away from the poles would do no harm; the condition in the theorems is a simple sufficient one that does not depend on the parameters.

## From the matrices to the formula in Lean

`anticommutation` checks the canonical anticommutation relations entry by entry. The later lemmas do not use it. It is there to confirm that the two matrices really are fermion annihilators, including the sign in `cDn`: without that sign the mixed relations would fail, although the number operators would look the same.

`number_operators` computes the two diagonal matrices of occupations, and `hamiltonian_eq_diagonal` inserts them into $H$ and reads off the four energies. In both proofs `fin_cases` runs through all the entries and `simp` evaluates each one.

`sum_gibbsWeight` proves $\sum_i w_i=1$. The common denominator is pulled out of the sum, and it may be cancelled because a sum of real exponentials is positive.

`thermalAvg_eq_sum` is the step from the traces to $\sum_i w_iA_{ii}$. Its inner statement `hexp` uses `Matrix.exp_diagonal` to turn the matrix exponential into four ordinary exponentials. After that, both traces are sums over diagonal entries, and the terms are compared one at a time. `thermalAvg_nDn` specialises this to $n=w_1+w_3$.

`lehmann_cUp` expands the double sum and lets `simp` discard the fourteen pairs with a vanishing matrix element. It holds for any energies `E`, because the selection of transitions depends only on `cUp`.

The proof of `hubbard_atom_green` then assembles the parts:

- `hne` states that $z-x\neq0$ for every real $x$. If the difference were zero, $z$ would equal $x$ and have no imaginary part. Applied to $\varepsilon_u$ and to $\varepsilon_u+U$, it gives the first two conclusions.
- `h1` is the identity $1-(w_1+w_3)=w_0+w_2$, obtained by `linear_combination` from the normalisation of the weights.
- `e1` and `e2` are the two energy differences, $E_2-E_0=\varepsilon_u$ and $E_3-E_1=\varepsilon_u+U$, written inside the denominators.
- The final `rw` substitutes these into the two surviving terms, and both sides become identical.

In `half_filling`, the equalities `w03` and `w12` express the two degeneracies. Together with the normalisation they give $w_1+w_3=1/2$ by `linarith`. The general theorem then supplies the two fractions and the fact that their denominators are nonzero, which `div_add_div` needs in order to bring them over a common denominator. `hprod` factorises $z^2-U^2/4$ into exactly that denominator, and the last `ring` confirms that the numerator, $\tfrac12(z-U/2)+\tfrac12(z+U/2)$, is $z$.
